# Overlapping pairs of three spins 1/2 have singlet weights that sum to at most 3/2

The singlet content of a pair is measured here by a squared overlap: project the three-spin state onto the normalised singlet of the pair, and sum the squared modulus of the result over the remaining spin. States are not normalised, so every bound carries the squared norm as a factor.

Write $\psi_{ijk}$ for the amplitudes, with 0 for up and 1 for down, and $N=\sum_{ijk}|\psi_{ijk}|^2$. The two weights are
$$w_{12}=\tfrac12\sum_k|\psi_{01k}-\psi_{10k}|^2,\qquad w_{23}=\tfrac12\sum_i|\psi_{i01}-\psi_{i10}|^2 .$$
The claim is that $A=\mathbf S_1\cdot\mathbf S_2+\mathbf S_2\cdot\mathbf S_3+1$ (with $\hbar=1$) is positive semidefinite with nonzero kernel, that $w_{12}+w_{23}\le\frac32N$, and that no nonzero state is a singlet on both pairs. For the open antiferromagnetic Heisenberg chain of three spins, with Hamiltonian $J(\mathbf S_1\cdot\mathbf S_2+\mathbf S_2\cdot\mathbf S_3)$ and $J>0$, this puts the ground-state energy at $-J$, above the $-\frac32J$ that two independent singlet bonds would give.

## From spin exchange to a sum of squares

Let $s^a$ be the spin matrices of one spin. The $z$ term of $\sum_a s^a\otimes s^a$ gives $\frac14$ for parallel and $-\frac14$ for antiparallel spins; the $x$ and $y$ terms together exchange antiparallel spins with amplitude $\frac12$. Hence
$$\sum_a s^a_{ii'}s^a_{jj'}=\tfrac12\delta_{ij'}\delta_{ji'}-\tfrac14\delta_{ii'}\delta_{jj'} .$$
Each scalar product is half a swap minus a quarter, so
$$(A\psi)_{ijk}=\tfrac12(\psi_{ijk}+\psi_{jik}+\psi_{ikj}).$$

The swap is Hermitian, so its expectation value is real, and
$$4w_{12}=\sum_{ijk}|\psi_{ijk}-\psi_{jik}|^2=2N-2\sum_{ijk}\psi^*_{ijk}\psi_{jik}.$$
The swap of spins 1 and 2 therefore has expectation value $N-2w_{12}$, and that of spins 2 and 3 has $N-2w_{23}$. Adding these to $N$ and halving gives
$$\langle\psi|A|\psi\rangle=\tfrac32N-w_{12}-w_{23}.$$

The right-hand side splits by the number of down spins. The amplitudes $\psi_{000}$ and $\psi_{111}$ enter only through $N$. With one spin down, set $a=\psi_{100}$, $b=\psi_{010}$, $c=\psi_{001}$; then
$$\tfrac32(|a|^2+|b|^2+|c|^2)-\tfrac12|b-a|^2-\tfrac12|c-b|^2=\tfrac14|2a+b|^2+\tfrac14|2c+b|^2 .$$
With two spins down the same identity holds for $a=\psi_{011}$, $b=\psi_{101}$, $c=\psi_{110}$. The total is a sum of squares, which proves the weight bound. Since $A$ is Hermitian, it is also positive semidefinite.

Equality requires $\psi_{000}=\psi_{111}=0$ and $(a,b,c)\propto(1,-2,1)$ in each of the other two sectors. With $\varepsilon_{01}=-\varepsilon_{10}=1$ and zero diagonal, these are the states
$$\varepsilon_{ij}\chi_k-\chi_i\varepsilon_{jk},\qquad \chi_0=-\psi_{100},\quad \chi_1=\psi_{011}.$$
Their squared norm is $6(|\chi_0|^2+|\chi_1|^2)$, and after normalisation each pair has weight $\frac34$. If $A\psi=0$, the expectation value vanishes and $\psi$ has this form. Conversely, the swap formula gives $\frac12(2a+b)$, $\frac12(a+b+c)$ and $\frac12(2c+b)$ as the components of $A\psi$ in each of these two sectors, and $\frac32\psi_{000}$ and $\frac32\psi_{111}$ as the remaining two; all of them vanish.

Finally, a singlet on a pair has weight $N$ there. A singlet on both pairs would need $2N\le\frac32N$, so $N=0$.

Both singlet conditions are needed for this last conclusion. If only the one on pair 12 is kept, $(|010\rangle-|100\rangle)/\sqrt2$ is a nonzero example, with $w_{12}=1$ and $w_{23}=\frac14$.

## States, operators and weights in Lean

```lean
import Mathlib

open Matrix
open scoped Kronecker ComplexOrder

namespace ThreeSpinSingletSharing

noncomputable section

/-- Amplitudes of three spins 1/2 in the product basis; 0 is up and 1 is down. -/
abbrev State := Fin 2 × Fin 2 × Fin 2 → ℂ

/-- Operators on the three-spin space. -/
abbrev Op := Matrix (Fin 2 × Fin 2 × Fin 2) (Fin 2 × Fin 2 × Fin 2) ℂ
```

A `State` is any complex function on the eight basis labels. The theorems concern such pure states of three distinguishable, fixed spins.

```lean
/-- The x, y and z spin matrices of one spin 1/2, in units of ħ. -/
def spin : Fin 3 → Matrix (Fin 2) (Fin 2) ℂ :=
  ![!![0, 1 / 2; 1 / 2, 0], !![0, -Complex.I / 2; Complex.I / 2, 0], !![1 / 2, 0; 0, -1 / 2]]

/-- The spin components of the first spin. -/
def S1 (a : Fin 3) : Op :=
  spin a ⊗ₖ ((1 : Matrix (Fin 2) (Fin 2) ℂ) ⊗ₖ (1 : Matrix (Fin 2) (Fin 2) ℂ))

/-- The spin components of the second spin. -/
def S2 (a : Fin 3) : Op :=
  (1 : Matrix (Fin 2) (Fin 2) ℂ) ⊗ₖ (spin a ⊗ₖ (1 : Matrix (Fin 2) (Fin 2) ℂ))

/-- The spin components of the third spin. -/
def S3 (a : Fin 3) : Op :=
  (1 : Matrix (Fin 2) (Fin 2) ℂ) ⊗ₖ ((1 : Matrix (Fin 2) (Fin 2) ℂ) ⊗ₖ spin a)
```

The index of `spin` runs over 0, 1, 2 for $x$, $y$, $z$. Kronecker products with identities place each matrix on its spin.

```lean
/-- The scalar product of two vector operators. -/
def dot (S T : Fin 3 → Op) : Op := ∑ a, S a * T a

/-- The shifted open-chain Hamiltonian S1·S2 + S2·S3 + 1. -/
def chain : Op := dot S1 S2 + dot S2 S3 + 1
```

`chain` is $A$. Its two couplings are equal, and spins 1 and 3 are not coupled.

```lean
/-- The squared norm of a three-spin state. -/
def norm2 (ψ : State) : ℝ := ∑ s, Complex.normSq (ψ s)

/-- The squared norm of the component of the state in which spins 1 and 2 form a singlet. -/
def weight12 (ψ : State) : ℝ := ∑ k, Complex.normSq (ψ (0, 1, k) - ψ (1, 0, k)) / 2

/-- The squared norm of the component of the state in which spins 2 and 3 form a singlet. -/
def weight23 (ψ : State) : ℝ := ∑ i, Complex.normSq (ψ (i, 0, 1) - ψ (i, 1, 0)) / 2
```

These are $N$, $w_{12}$ and $w_{23}$. The division by 2 accounts for the normalisation of the pair singlet.

```lean
/-- The antisymmetric tensor, the unnormalised singlet of two spins. -/
def eps : Matrix (Fin 2) (Fin 2) ℂ := !![0, 1; -1, 0]

/-- A singlet on spins 1 and 2 times a spinor χ of spin 3. -/
def bond12 (χ : Fin 2 → ℂ) : State := fun s => eps s.1 s.2.1 * χ s.2.2

/-- A spinor χ of spin 1 times a singlet on spins 2 and 3. -/
def bond23 (χ : Fin 2 → ℂ) : State := fun s => χ s.1 * eps s.2.1 s.2.2

/-- The difference of the two valence-bond states with the same free spinor χ. -/
def resonance (χ : Fin 2 → ℂ) : State := fun s => bond12 χ s - bond23 χ s
```

Being a singlet on a pair means being a product of `eps` with a spinor of the remaining spin. `resonance χ` is the unnormalised difference of two such valence-bond states.

## The action of the chain and its expectation value

```lean
/-- Exchange identity: the scalar product of two spins 1/2 is half the swap minus a quarter. -/
theorem spin_exchange (i i' j j' : Fin 2) :
    ∑ a, spin a i i' * spin a j j' =
      (if i = j' ∧ j = i' then 1 / 2 else 0) - (if i = i' ∧ j = j' then 1 / 4 else 0) := by
  have hx : spin 0 = !![0, 1 / 2; 1 / 2, 0] := rfl
  have hy : spin 1 = !![0, -Complex.I / 2; Complex.I / 2, 0] := rfl
  have hz : spin 2 = !![1 / 2, 0; 0, -1 / 2] := rfl
  rw [Fin.sum_univ_three, hx, hy, hz]
  fin_cases i <;> fin_cases i' <;> fin_cases j <;> fin_cases j' <;>
    norm_num [Complex.ext_iff]
```

The exchange identity is checked for all sixteen index combinations.

```lean
/-- The shifted Hamiltonian adds the state and its two neighbour swaps, each with factor 1/2. -/
theorem chain_apply (ψ : State) (i j k : Fin 2) :
    (chain *ᵥ ψ) (i, j, k) = (ψ (i, j, k) + ψ (j, i, k) + ψ (i, k, j)) / 2 := by
  -- matrix elements of the two bonds
  have e12 : ∀ i' j' k', dot S1 S2 (i, j, k) (i', j', k') =
      ((if i = j' ∧ j = i' then 1 / 2 else 0) - (if i = i' ∧ j = j' then 1 / 4 else 0)) *
        (1 : Matrix (Fin 2) (Fin 2) ℂ) k k' := by
    intro i' j' k'
    rw [← spin_exchange i i' j j', dot, Matrix.sum_apply, Finset.sum_mul]
    refine Finset.sum_congr rfl fun a _ => ?_
    simp only [S1, S2, ← Matrix.mul_kronecker_mul, mul_one, one_mul, Matrix.kroneckerMap_apply]
    ring
  have e23 : ∀ i' j' k', dot S2 S3 (i, j, k) (i', j', k') =
      ((if j = k' ∧ k = j' then 1 / 2 else 0) - (if j = j' ∧ k = k' then 1 / 4 else 0)) *
        (1 : Matrix (Fin 2) (Fin 2) ℂ) i i' := by
    intro i' j' k'
    rw [← spin_exchange j j' k k', dot, Matrix.sum_apply, Finset.sum_mul]
    refine Finset.sum_congr rfl fun a _ => ?_
    simp only [S2, S3, ← Matrix.mul_kronecker_mul, mul_one, one_mul, Matrix.kroneckerMap_apply]
    ring
  rw [chain, Matrix.add_mulVec, Matrix.add_mulVec, Matrix.one_mulVec]
  simp only [Pi.add_apply, Matrix.mulVec, dotProduct, Fintype.sum_prod_type, e12, e23,
    Fin.sum_univ_two]
  clear e12 e23
  fin_cases i <;> fin_cases j <;> fin_cases k <;> simp [Matrix.one_apply] <;> ring
```

`e12` and `e23` are the matrix elements of the two scalar products. Multiplying Kronecker products factor by factor reduces them to the exchange identity, times an identity matrix on the spectator spin. Summing over the basis then leaves the swap formula.

```lean
/-- The expectation value of S1·S2 + S2·S3 + 1 is 3/2 of the squared norm minus the singlet
weights of the two bonds. -/
theorem chain_expectation (ψ : State) :
    star ψ ⬝ᵥ (chain *ᵥ ψ) = ((3 / 2 * norm2 ψ - weight12 ψ - weight23 ψ : ℝ) : ℂ) := by
  simp only [dotProduct, Fintype.sum_prod_type, Fin.sum_univ_two, chain_apply, Pi.star_apply,
    norm2, weight12, weight23]
  push_cast
  simp only [Complex.normSq_eq_conj_mul_self, map_sub, Complex.star_def]
  ring
```

The right-hand side is a real number read as a complex one, so the theorem also says that the expectation value is real. The proof writes each squared modulus as $z^*z$ and compares polynomials.

## The weight bound and positivity

```lean
/-- The gap between 3/2 of the squared norm and the two singlet weights is a sum of squares. -/
theorem gap_sum_of_squares (ψ : State) :
    3 / 2 * norm2 ψ - weight12 ψ - weight23 ψ =
      3 / 2 * (Complex.normSq (ψ (0, 0, 0)) + Complex.normSq (ψ (1, 1, 1))) +
      1 / 4 * (Complex.normSq (2 * ψ (1, 0, 0) + ψ (0, 1, 0)) +
        Complex.normSq (2 * ψ (0, 0, 1) + ψ (0, 1, 0)) +
        Complex.normSq (2 * ψ (0, 1, 1) + ψ (1, 0, 1)) +
        Complex.normSq (2 * ψ (1, 1, 0) + ψ (1, 0, 1))) := by
  simp only [norm2, weight12, weight23, Fintype.sum_prod_type, Fin.sum_univ_two,
    Complex.normSq_apply, Complex.add_re, Complex.add_im, Complex.sub_re, Complex.sub_im,
    Complex.mul_re, Complex.mul_im, Complex.re_ofNat, Complex.im_ofNat]
  ring
```

This is the sum of six squares, verified by expansion in real and imaginary parts.

```lean
/-- The singlet weights of pairs 12 and 23 sum to at most 3/2 of the squared norm. -/
theorem singlet_weights_le (ψ : State) : weight12 ψ + weight23 ψ ≤ 3 / 2 * norm2 ψ := by
  have h := gap_sum_of_squares ψ
  linarith [Complex.normSq_nonneg (ψ (0, 0, 0)), Complex.normSq_nonneg (ψ (1, 1, 1)),
    Complex.normSq_nonneg (2 * ψ (1, 0, 0) + ψ (0, 1, 0)),
    Complex.normSq_nonneg (2 * ψ (0, 0, 1) + ψ (0, 1, 0)),
    Complex.normSq_nonneg (2 * ψ (0, 1, 1) + ψ (1, 0, 1)),
    Complex.normSq_nonneg (2 * ψ (1, 1, 0) + ψ (1, 0, 1))]

/-- The matrix S1·S2 + S2·S3 + 1 is positive semidefinite. -/
theorem chain_posSemidef : chain.PosSemidef := by
  have hs : ∀ a, (spin a)ᴴ = spin a := by
    intro a
    ext i j
    fin_cases a <;> fin_cases i <;> fin_cases j <;> simp [spin]
  refine Matrix.PosSemidef.of_dotProduct_mulVec_nonneg ?_ fun ψ => ?_
  · simp only [Matrix.IsHermitian, chain, dot, S1, S2, S3, ← Matrix.mul_kronecker_mul, mul_one,
      one_mul, Matrix.conjTranspose_add, Matrix.conjTranspose_sum,
      Matrix.conjTranspose_kronecker, Matrix.conjTranspose_one, hs]
  · rw [chain_expectation]
    exact Complex.zero_le_real.2 (by linarith [singlet_weights_le ψ])
```

`PosSemidef` comprises hermiticity and a nonnegative quadratic form. The first comes from `hs`, the hermiticity of the single-spin matrices; the second combines `chain_expectation` with the weight bound.

## Equality, the kernel and the double singlet

```lean
/-- The singlet weights of pairs 12 and 23 sum to exactly 3/2 of the squared norm if and only if the
state is `resonance χ` for some spinor χ. -/
theorem singlet_weights_eq_iff (ψ : State) :
    weight12 ψ + weight23 ψ = 3 / 2 * norm2 ψ ↔ ∃ χ, ψ = resonance χ := by
  constructor
  · intro h
    have g := gap_sum_of_squares ψ
    have n1 := Complex.normSq_nonneg (ψ (0, 0, 0))
    have n2 := Complex.normSq_nonneg (ψ (1, 1, 1))
    have n3 := Complex.normSq_nonneg (2 * ψ (1, 0, 0) + ψ (0, 1, 0))
    have n4 := Complex.normSq_nonneg (2 * ψ (0, 0, 1) + ψ (0, 1, 0))
    have n5 := Complex.normSq_nonneg (2 * ψ (0, 1, 1) + ψ (1, 0, 1))
    have n6 := Complex.normSq_nonneg (2 * ψ (1, 1, 0) + ψ (1, 0, 1))
    -- every square vanishes
    have z1 := Complex.normSq_eq_zero.1 (le_antisymm (by linarith) n1)
    have z2 := Complex.normSq_eq_zero.1 (le_antisymm (by linarith) n2)
    have z3 := Complex.normSq_eq_zero.1 (le_antisymm (by linarith) n3)
    have z4 := Complex.normSq_eq_zero.1 (le_antisymm (by linarith) n4)
    have z5 := Complex.normSq_eq_zero.1 (le_antisymm (by linarith) n5)
    have z6 := Complex.normSq_eq_zero.1 (le_antisymm (by linarith) n6)
    refine ⟨![-ψ (1, 0, 0), ψ (0, 1, 1)], ?_⟩
    ext ⟨i, j, k⟩
    fin_cases i <;> fin_cases j <;> fin_cases k <;> simp [resonance, bond12, bond23, eps]
    · exact z1
    · linear_combination (z4 - z3) / 2
    · linear_combination z3
    · linear_combination z5
    · linear_combination (z6 - z5) / 2
    · exact z2
  · rintro ⟨χ, rfl⟩
    simp [norm2, weight12, weight23, resonance, bond12, bond23, eps, Fintype.sum_prod_type,
      Fin.sum_univ_two, Complex.normSq_apply]
    ring
```

In the forward direction, `z1` to `z6` state that the six squared quantities vanish. The spinor is the one read off above, and the `linear_combination` steps recover the remaining amplitudes. The reverse direction is direct computation.

```lean
/-- The kernel of S1·S2 + S2·S3 + 1 consists exactly of the differences of two valence-bond
states with the same free spinor. -/
theorem chain_kernel_iff (ψ : State) : chain *ᵥ ψ = 0 ↔ ∃ χ, ψ = resonance χ := by
  constructor
  · intro h
    have e := chain_expectation ψ
    rw [h, dotProduct_zero] at e
    have e' := Complex.ofReal_eq_zero.1 e.symm
    exact (singlet_weights_eq_iff ψ).1 (by linarith)
  · rintro ⟨χ, rfl⟩
    ext ⟨i, j, k⟩
    rw [chain_apply]
    fin_cases i <;> fin_cases j <;> fin_cases k <;>
      simp [resonance, bond12, bond23, eps]
```

A kernel vector has zero expectation value, which is the equality case just settled. Conversely, `chain_apply` shows that each component of $A\psi$ vanishes.

```lean
/-- Each nonzero free spinor gives a nonzero state in the kernel of S1·S2 + S2·S3 + 1. -/
theorem chain_kernel_nonzero (χ : Fin 2 → ℂ) (hχ : χ ≠ 0) :
    resonance χ ≠ 0 ∧ chain *ᵥ resonance χ = 0 := by
  refine ⟨fun h => hχ ?_, (chain_kernel_iff _).2 ⟨χ, rfl⟩⟩
  have h0 := congrFun h (1, 0, 0)
  have h1 := congrFun h (0, 1, 1)
  ext k
  fin_cases k
  · simpa [resonance, bond12, bond23, eps] using h0
  · simpa [resonance, bond12, bond23, eps] using h1
```

The components $(1,0,0)$ and $(0,1,1)$ of `resonance χ` are $-\chi_0$ and $\chi_1$, so a nonzero spinor gives a nonzero state.

```lean
/-- A state that is a singlet on pair 12 and also a singlet on pair 23 is zero. -/
theorem no_double_singlet (ψ : State) (h12 : ∃ χ, ψ = bond12 χ) (h23 : ∃ χ, ψ = bond23 χ) :
    ψ = 0 := by
  -- a singlet on a pair carries the full weight of that pair
  have w12 : weight12 ψ = norm2 ψ := by
    obtain ⟨χ, rfl⟩ := h12
    simp [norm2, weight12, bond12, eps, Fintype.sum_prod_type, Fin.sum_univ_two,
      Complex.normSq_apply]
    ring
  have w23 : weight23 ψ = norm2 ψ := by
    obtain ⟨χ, rfl⟩ := h23
    simp [norm2, weight23, bond23, eps, Fintype.sum_prod_type, Fin.sum_univ_two,
      Complex.normSq_apply]
    ring
  have hle : norm2 ψ ≤ 0 := by linarith [singlet_weights_le ψ]
  ext s
  have hs : Complex.normSq (ψ s) ≤ norm2 ψ :=
    Finset.single_le_sum (f := fun t => Complex.normSq (ψ t))
      (fun t _ => Complex.normSq_nonneg (ψ t)) (Finset.mem_univ s)
  exact Complex.normSq_eq_zero.1 (le_antisymm (hs.trans hle) (Complex.normSq_nonneg _))

end

end ThreeSpinSingletSharing
```

`w12` and `w23` say that each singlet carries the full weight of its pair. The bound then forces `norm2 ψ ≤ 0`, and since each squared amplitude is at most the squared norm, every amplitude is zero.

```lean
#print axioms ThreeSpinSingletSharing.singlet_weights_le
#print axioms ThreeSpinSingletSharing.chain_posSemidef
#print axioms ThreeSpinSingletSharing.chain_kernel_nonzero
#print axioms ThreeSpinSingletSharing.no_double_singlet
```

```
'ThreeSpinSingletSharing.singlet_weights_le' depends on axioms: [propext, Classical.choice, Quot.sound]
'ThreeSpinSingletSharing.chain_posSemidef' depends on axioms: [propext, Classical.choice, Quot.sound]
'ThreeSpinSingletSharing.chain_kernel_nonzero' depends on axioms: [propext, Classical.choice, Quot.sound]
'ThreeSpinSingletSharing.no_double_singlet' depends on axioms: [propext, Classical.choice, Quot.sound]
```
